# Orthonormal orbitals have total weight at most one on each vector of an orthonormal basis

In a finite-dimensional complex space, take a finite set of orthonormal orbitals, the columns of `C`, and an orthonormal basis, the columns of the square matrix `V`. The theorem `weight_le_one` says that for each basis vector, the squared moduli of its overlaps with all the orbitals add up to at most one. No Hamiltonian enters: the basis vectors need not be eigenstates of anything. The proof writes `D` for the overlap matrix `Vᴴ * C` and shows that `1 - D * Dᴴ` is a projector. Its diagonal entry at `i` is then a sum of squares, hence non-negative, and it equals one minus the weight.

As first written in Lean, the proof fails:

```lean
import Mathlib

open Matrix

namespace CarParrinelloGap

noncomputable section

variable {n m : Type*} [Fintype n] [DecidableEq n] [Fintype m] [DecidableEq m]

/-- The total weight of the orbitals `C` on column `i` of `V`. -/
def weight (V : Matrix n n ℂ) (C : Matrix n m ℂ) (i : n) : ℝ :=
  ∑ j, ‖(Vᴴ * C) i j‖ ^ 2

private lemma row_sq {p q : Type*} [Fintype q] (A : Matrix p q ℂ) (i : p) :
    ((∑ j, ‖A i j‖ ^ 2 : ℝ) : ℂ) = (A * Aᴴ) i i := by
  rw [Matrix.mul_apply, Complex.ofReal_sum]
  refine Finset.sum_congr rfl fun j _ => ?_
  rw [Complex.sq_norm]
  exact (Complex.mul_conj _).symm

omit [Fintype m] in
private lemma overlap_isometry {V : Matrix n n ℂ} {C : Matrix n m ℂ} (hV : Vᴴ * V = 1)
    (hC : Cᴴ * C = 1) : (Vᴴ * C)ᴴ * (Vᴴ * C) = 1 := by
  have hV' : V * Vᴴ = 1 := mul_eq_one_comm.mp hV
  rw [conjTranspose_mul, conjTranspose_conjTranspose, Matrix.mul_assoc,
    ← Matrix.mul_assoc V, hV', Matrix.one_mul, hC]

/-- Orthonormal orbitals put a total weight of at most one on each level. -/
theorem weight_le_one {V : Matrix n n ℂ} {C : Matrix n m ℂ} (hV : Vᴴ * V = 1)
    (hC : Cᴴ * C = 1) (i : n) : weight V C i ≤ 1 := by
  have hD := overlap_isometry hV hC
  have hw : (weight V C i : ℂ) = ((Vᴴ * C) * (Vᴴ * C)ᴴ) i i := row_sq _ i
  generalize Vᴴ * C = D at hD hw
  have hQ : (D * Dᴴ) * (D * Dᴴ) = D * Dᴴ := by
    rw [Matrix.mul_assoc, ← Matrix.mul_assoc Dᴴ, hD, Matrix.one_mul]
  -- the complement `1 - D Dᴴ` is a projector, so its diagonal is a sum of squares
  have hR : (1 - D * Dᴴ) * (1 - D * Dᴴ)ᴴ = 1 - D * Dᴴ := by
    rw [conjTranspose_sub, conjTranspose_one, conjTranspose_mul, conjTranspose_conjTranspose,
      sub_mul, mul_sub, mul_sub, hQ]
    simp
  have h := row_sq (1 - D * Dᴴ) i
  rw [hR, Matrix.sub_apply, Matrix.one_apply_eq, ← hw] at h
  have h' : ∑ j, ‖(1 - D * Dᴴ) i j‖ ^ 2 = 1 - weight V C i := by exact_mod_cast h
  have h0 : 0 ≤ ∑ j, ‖(1 - D * Dᴴ) i j‖ ^ 2 := Finset.sum_nonneg fun j _ => sq_nonneg _
  linarith

end

end CarParrinelloGap
```

Compiling this gives:

```
Main.lean:44:18: error: Function expected at
  1 - D * Dᴴ
but this term has type
  ?m.374

Note: Expected a function because this term is being applied to the argument
  i
Main.lean:31:52: error: unsolved goals
n : Type u_1
m : Type u_2
inst✝³ : Fintype n
inst✝² : DecidableEq n
inst✝¹ : Fintype m
inst✝ : DecidableEq m
V : Matrix n n ℂ
C : Matrix n m ℂ
hV : Vᴴ * V = 1
hC : Cᴴ * C = 1
i : n
D : Matrix n m ℂ
hD : Dᴴ * D = 1
hw : ↑(weight V C i) = (D * Dᴴ) i i
hQ : D * Dᴴ * (D * Dᴴ) = D * Dᴴ
hR : (1 - D * Dᴴ) * (1 - D * Dᴴ)ᴴ = 1 - D * Dᴴ
h : ↑(∑ j, ‖(1 - D * Dᴴ) i j‖ ^ 2) = 1 - ↑(weight V C i)
⊢ weight V C i ≤ 1
```

The first message concerns the statement of `h'`. There `(1 - D * Dᴴ) i j` applies a matrix to its indices, so Lean must already know that the bracket is a function. It does not: the bracket's type is still the unknown `?m.374`. The product is not the obstacle, since Lean can work out that `D * Dᴴ` is an `n` by `n` matrix. The subtraction is. `D` and `Dᴴ` have different types, so Lean finds no common type in the expression to give to the numeral `1`. With the type of `1` open, the type of the difference stays open too. In `row_sq (1 - D * Dᴴ) i` the same expression passes, because there it is an argument where a matrix is expected, and Lean can settle the remaining types later.

The second message is no separate fault. It shows the main goal still open where the proof stopped, with `h` in the context but not `h'`.

The repair writes `(1 - D * Dᴴ : Matrix n n ℂ)`, which gives the type of the difference before the indices are applied. `h0` contains the same expression and gets the same annotation, though Lean had not reached it. The new line breaks are mere tidying.

The repair, with which the file compiles:

```diff
@@ -42,6 +42,8 @@
   have h := row_sq (1 - D * Dᴴ) i
   rw [hR, Matrix.sub_apply, Matrix.one_apply_eq, ← hw] at h
-  have h' : ∑ j, ‖(1 - D * Dᴴ) i j‖ ^ 2 = 1 - weight V C i := by exact_mod_cast h
-  have h0 : 0 ≤ ∑ j, ‖(1 - D * Dᴴ) i j‖ ^ 2 := Finset.sum_nonneg fun j _ => sq_nonneg _
+  have h' : ∑ j, ‖(1 - D * Dᴴ : Matrix n n ℂ) i j‖ ^ 2 = 1 - weight V C i := by
+    exact_mod_cast h
+  have h0 : 0 ≤ ∑ j, ‖(1 - D * Dᴴ : Matrix n n ℂ) i j‖ ^ 2 :=
+    Finset.sum_nonneg fun j _ => sq_nonneg _
   linarith
 
```
